# In a non-degenerate cell, crystallographic and Cartesian displacement tensors give the same Debye–Waller exponent

Q: Take a hexagonal cell and a table of anisotropic displacement parameters whose three diagonal entries all equal $u$ and whose off-diagonal entries vanish. Read as an ordinary Cartesian tensor, it describes isotropic motion with mean-square displacement $u$ along every direction. I am told that both conclusions are wrong.

A: They are. The motion is anisotropic, and its average over three perpendicular directions is $11u/9$, so the naive reading is low by almost a fifth. The table refers to oblique axes, and the conversion has to respect them.

Q: Then give me the conversion before any code.

A: Let $A$ be the real $3\times3$ matrix whose columns are the cell vectors $a_i$, with $i=0,1,2$ as in the Lean file. The rows of $A^{-1}$ are the reciprocal vectors $a^*_i$ without the factor $2\pi$, so $a^*_i\cdot a_j=\delta_{ij}$. Put their lengths $N_i=|a^*_i|$ on the diagonal of a matrix $N$. If $U$ is the tabulated tensor, the Cartesian one is
$$U_{\rm cart}=A\,N\,U\,N\,A^T=S\,U\,S^T,\qquad S=AN.$$
Let $T=N^{-1}A^{-1}$, whose rows are the unit vectors $t_i=a^*_i/N_i$. Then $ST=A N N^{-1}A^{-1}=1$, and also $TS=1$.

Q: And the scattering exponent?

A: The scattering vector with reciprocal-lattice coordinates $h$ is $Q=2\pi A^{-T}h$, which is the usual condition $Q\cdot a_i=2\pi h_i$. Hence $S^TQ=NA^T\,2\pi A^{-T}h=2\pi Nh$, and
$$\tfrac12Q^TU_{\rm cart}Q=\tfrac12(S^TQ)^TU(S^TQ)=2\pi^2\,h^TNUNh=h^T\beta h,\qquad \beta=2\pi^2NUN.$$

Q: Where does the average come from?

A: From the trace. Writing $A_{ki}$ for component $k$ of $a_i$,
$$U_{\rm eq}=\tfrac13\operatorname{tr}U_{\rm cart}=\tfrac13\sum_{k,i,j}A_{ki}N_iU_{ij}N_jA_{kj}=\tfrac13\sum_{i,j}U_{ij}N_iN_j\,(a_i\cdot a_j).$$
In your hexagonal example $N_0^2|a_0|^2=N_1^2|a_1|^2=4/3$ and $N_2^2|a_2|^2=1$, which gives $11u/9$.

Q: What would isotropic motion look like in that table?

A: Multiplying $U_{\rm cart}=SUS^T$ by $T$ on the left and $T^T$ on the right gives $U=T\,U_{\rm cart}T^T$, or $U_{ij}=t_i^TU_{\rm cart}t_j$. So $U_{\rm cart}=u\,1$ forces $U=u\,TT^T$, and conversely $S(u\,TT^T)S^T=u\,(ST)(ST)^T=u\,1$. The entries of $TT^T$ are the cosines between reciprocal axes. For the hexagonal cell with $120^\circ$ between $a_0$ and $a_1$, isotropic motion therefore has $U_{01}=u/2$, not zero.

Q: A refinement sometimes returns a tensor that has no displacement ellipsoid. Must I convert before testing for that?

A: No. For $x\neq0$ we have $x^TU_{\rm cart}x=(S^Tx)^TU(S^Tx)$, and $S^Tx\neq0$ because $T^TS^Tx=(ST)^Tx=x$. Thus a positive definite $U$ gives a positive definite $U_{\rm cart}$. The inverse relation $U=TU_{\rm cart}T^T$ gives the converse in the same way.

Q: Now show me that the Lean objects are these objects.

A: The file works with real matrices and vectors indexed by `Fin 3`.

```lean
import Mathlib

open Matrix

namespace AnisotropicDisplacement

noncomputable section
```

The lengths $N_i$ are computed from row $i$ of the inverse cell matrix, so they are not separate inputs that could disagree with the cell.

```lean
/-- The length `N_i` of the reciprocal vector `a*_i` (without the factor `2π`): the norm of row `i`
of the inverse cell matrix. -/
def recipLength (A : Matrix (Fin 3) (Fin 3) ℝ) (i : Fin 3) : ℝ :=
  Real.sqrt (∑ j, A⁻¹ i j ^ 2)

/-- The diagonal matrix `N` of the reciprocal lengths. -/
def recipDiag (A : Matrix (Fin 3) (Fin 3) ℝ) : Matrix (Fin 3) (Fin 3) ℝ :=
  Matrix.diagonal (recipLength A)
```

The next two definitions are $U_{\rm cart}$ and $\beta$. Units are not tracked: if $A$ is in ångströms, $U$ is in square ångströms and $\beta$ is a pure number.

```lean
/-- The Cartesian displacement tensor `A N U N Aᵀ` built from the crystallographic tensor `U`. -/
def uCart (A U : Matrix (Fin 3) (Fin 3) ℝ) : Matrix (Fin 3) (Fin 3) ℝ :=
  A * recipDiag A * U * recipDiag A * Aᵀ

/-- The dimensionless tensor `β = 2π² N U N`. -/
def betaTensor (A U : Matrix (Fin 3) (Fin 3) ℝ) : Matrix (Fin 3) (Fin 3) ℝ :=
  (2 * Real.pi ^ 2) • (recipDiag A * U * recipDiag A)
```

The scattering vector carries the $2\pi$ that the reciprocal lengths omit. In Lean, `*ᵥ` applies a matrix to a vector and `⬝ᵥ` is the dot product.

```lean
/-- The Cartesian scattering vector `Q = 2π A⁻ᵀ h` with reciprocal-lattice coordinates `h`. -/
def scatteringVector (A : Matrix (Fin 3) (Fin 3) ℝ) (h : Fin 3 → ℝ) : Fin 3 → ℝ :=
  (2 * Real.pi) • (A⁻¹ᵀ *ᵥ h)
```

Then come $U_{\rm eq}$ and the matrix $T$, called `unitRecip`.

```lean
/-- The equivalent isotropic displacement parameter: one third of the trace of the Cartesian
displacement tensor. -/
def uEq (A U : Matrix (Fin 3) (Fin 3) ℝ) : ℝ :=
  (uCart A U).trace / 3

/-- The matrix whose rows are the reciprocal axes divided by their lengths. -/
def unitRecip (A : Matrix (Fin 3) (Fin 3) ℝ) : Matrix (Fin 3) (Fin 3) ℝ :=
  Matrix.of fun i j => A⁻¹ i j / recipLength A i
```

Q: Your $h$ is a real vector there. Bragg reflections have integer indices.

A: Integers are included as a special case. Real $h$ also admits scattering vectors between the Bragg peaks, where diffuse scattering is measured.

Q: I see no thermal average anywhere. In what sense is this thermal motion?

A: The tensor is given, not derived. In the harmonic picture the displacement $d$ of an atom is Gaussian with covariance $U_{\rm cart}=\langle dd^T\rangle$, and its scattering amplitude is reduced by $\exp(-\tfrac12Q^TU_{\rm cart}Q)$. The file treats the algebra of that exponent; the Gaussian average, anharmonic corrections and correlations between atoms are absent.

Q: Could the covariance have been the starting point?

A: Yes. One would take a random displacement with zero mean and finite second moments, define $U_{\rm cart}$ as its covariance and $U$ by $U_{ij}=\langle(t_i\cdot d)(t_j\cdot d)\rangle$. The component formula would then be nearly a definition, and $U_{\rm cart}=ANUNA^T$ would be the thing to prove. Both tensors would be symmetric and positive semidefinite from the outset, and strict positivity would say that the atom moves along every direction. The version here also accepts unphysical tensors, which is useful when the question is whether a refined tensor is physical.

Q: Let me see how the proof runs, then.

A: It follows the congruence $SUS^T$. Two small lemmas put $U_{\rm cart}$ in that form, using $N^T=N$.

```lean
lemma recipDiag_transpose (A : Matrix (Fin 3) (Fin 3) ℝ) : (recipDiag A)ᵀ = recipDiag A :=
  Matrix.diagonal_transpose _

/-- The Cartesian displacement tensor is the congruence of `U` by the matrix `A N`. -/
lemma uCart_eq (A U : Matrix (Fin 3) (Fin 3) ℝ) :
    uCart A U = (A * recipDiag A) * U * (A * recipDiag A)ᵀ := by
  simp only [uCart, Matrix.transpose_mul, recipDiag_transpose, Matrix.mul_assoc]
```

The third moves $S$ from the matrix onto the vector, which is the step $x^TSUS^Tx=(S^Tx)^TU(S^Tx)$.

```lean
/-- The quadratic form of `S U Sᵀ` at `x` is the quadratic form of `U` at `Sᵀ x`. -/
lemma quadForm_congr (S U : Matrix (Fin 3) (Fin 3) ℝ) (x : Fin 3 → ℝ) :
    x ⬝ᵥ (S * U * Sᵀ) *ᵥ x = (Sᵀ *ᵥ x) ⬝ᵥ U *ᵥ (Sᵀ *ᵥ x) := by
  rw [← Matrix.mulVec_mulVec, ← Matrix.mulVec_mulVec, Matrix.dotProduct_mulVec,
    ← Matrix.mulVec_transpose]
```

Q: You divided by $N_i$. Where is that justified?

A: By the hypothesis `IsUnit A.det`, which for real matrices means $\det A\neq0$: the three cell vectors span a volume, with either handedness. If row $i$ of $A^{-1}$ vanished, the diagonal entry $(A^{-1}A)_{ii}$ would be $0$ instead of $1$. So some entry is nonzero, the sum of squares is positive, and so is its root.

```lean
/-- In a non-degenerate cell every reciprocal length is positive. -/
theorem recipLength_pos {A : Matrix (Fin 3) (Fin 3) ℝ} (hA : IsUnit A.det) (i : Fin 3) :
    0 < recipLength A i := by
  -- a vanishing row of the inverse would contradict `A⁻¹ A = 1`
  have hne : ∃ j, A⁻¹ i j ≠ 0 := by
    by_contra hc
    push Not at hc
    have h1 : (A⁻¹ * A) i i = 1 := by
      rw [Matrix.nonsing_inv_mul A hA, Matrix.one_apply_eq]
    rw [Matrix.mul_apply] at h1
    simp [hc] at h1
  obtain ⟨j, hj⟩ := hne
  exact Real.sqrt_pos.2 (Finset.sum_pos' (fun k _ => sq_nonneg _)
    ⟨j, Finset.mem_univ j, by positivity⟩)
```

The rows of $T$ therefore have unit length. The proof divides the sum of squares by $N_i^2$, which is that same sum.

```lean
/-- The normalised reciprocal axes of a non-degenerate cell are unit vectors. -/
theorem unitRecip_norm {A : Matrix (Fin 3) (Fin 3) ℝ} (hA : IsUnit A.det) (i : Fin 3) :
    ∑ j, unitRecip A i j ^ 2 = 1 := by
  have hs : recipLength A i ^ 2 = ∑ j, A⁻¹ i j ^ 2 :=
    Real.sq_sqrt (Finset.sum_nonneg fun k _ => sq_nonneg _)
  simp only [unitRecip, Matrix.of_apply, div_pow]
  rw [← Finset.sum_div, ← hs, div_self (pow_ne_zero 2 (recipLength_pos hA i).ne')]
```

Next comes $ST=1$. Entry by entry, $N_i\,(A^{-1})_{ij}/N_i=(A^{-1})_{ij}$, so $NT=A^{-1}$ and $ANT=AA^{-1}=1$.

```lean
/-- In a non-degenerate cell the matrix `A N` is inverse to the matrix of unit reciprocal axes. -/
lemma frame_mul {A : Matrix (Fin 3) (Fin 3) ℝ} (hA : IsUnit A.det) :
    (A * recipDiag A) * unitRecip A = 1 := by
  have hN : recipDiag A * unitRecip A = A⁻¹ := by
    ext i j
    have h := (recipLength_pos hA i).ne'
    simp only [recipDiag, Matrix.diagonal_mul, unitRecip, Matrix.of_apply]
    field_simp
  rw [Matrix.mul_assoc, hN, Matrix.mul_nonsing_inv A hA]
```

Q: And the exponent identity?

A: In the proof, `hQ` is $S^TQ=2\pi Nh$, and `hb` rewrites $h^TNUNh$ as the quadratic form of $U$ at $Nh$. After that both sides contain the same number, and `ring` checks that $(2\pi)^2/2=2\pi^2$.

```lean
/-- In a non-degenerate cell the Debye-Waller exponent is the same in both conventions: `Qᵀ Ucart Q
/ 2 = hᵀ β h` for the scattering vector `Q` with reciprocal-lattice coordinates `h`. -/
theorem debyeWaller_exponent {A : Matrix (Fin 3) (Fin 3) ℝ} (hA : IsUnit A.det)
    (U : Matrix (Fin 3) (Fin 3) ℝ) (h : Fin 3 → ℝ) :
    (scatteringVector A h ⬝ᵥ uCart A U *ᵥ scatteringVector A h) / 2
      = h ⬝ᵥ betaTensor A U *ᵥ h := by
  -- the cell matrix cancels against its inverse in the scattering vector
  have hQ : (A * recipDiag A)ᵀ *ᵥ scatteringVector A h
      = (2 * Real.pi) • (recipDiag A *ᵥ h) := by
    rw [scatteringVector, Matrix.transpose_mul, Matrix.mulVec_smul, Matrix.mulVec_mulVec,
      Matrix.mul_assoc, ← Matrix.transpose_mul, Matrix.nonsing_inv_mul A hA,
      Matrix.transpose_one, Matrix.mul_one, recipDiag_transpose]
  have hb : h ⬝ᵥ (recipDiag A * U * recipDiag A) *ᵥ h
      = (recipDiag A *ᵥ h) ⬝ᵥ U *ᵥ (recipDiag A *ᵥ h) := by
    have h1 := quadForm_congr (recipDiag A) U h
    rwa [recipDiag_transpose] at h1
  rw [uCart_eq, quadForm_congr, hQ]
  simp only [betaTensor, Matrix.smul_mulVec, Matrix.mulVec_smul, dotProduct_smul,
    smul_dotProduct, hb, smul_eq_mul]
  ring
```

Q: Nothing there says that $U$ is symmetric.

A: It isn't needed for this identity, nor for the trace formula. An antisymmetric part would drop out of any quadratic form anyway.

The trace formula doesn't even assume an invertible cell. Its proof replaces the reciprocal lengths by an arbitrary triple `N`, writes out the sums and compares polynomials. For a singular $A$, Lean's inverse is the zero matrix and both sides are zero, so the physical content lies in the non-degenerate case.

```lean
/-- The equivalent isotropic parameter is one third of the sum of `U_ij N_i N_j (a_i · a_j)`, where
`N_i` are the reciprocal lengths and `a_i` are the columns of the cell matrix. -/
theorem uEq_eq_sum (A U : Matrix (Fin 3) (Fin 3) ℝ) :
    uEq A U = (∑ i, ∑ j, U i j * recipLength A i * recipLength A j *
      ((fun k => A k i) ⬝ᵥ (fun k => A k j))) / 3 := by
  unfold uEq uCart recipDiag
  generalize recipLength A = N
  congr 1
  simp [Matrix.trace, Matrix.mul_apply, Matrix.diagonal_apply, dotProduct, Fin.sum_univ_three]
  ring
```

Q: Then the statement that $U_{ij}$ is a component along unit reciprocal axes?

A: That is $TSU(TS)^T=U$. The file obtains $TS=1$ from $ST=1$ by `mul_eq_one_comm`, which holds for square matrices.

```lean
/-- In a non-degenerate cell the entries of `U` are the components of the Cartesian displacement
tensor along the unit reciprocal axes. -/
theorem uCart_components {A : Matrix (Fin 3) (Fin 3) ℝ} (hA : IsUnit A.det)
    (U : Matrix (Fin 3) (Fin 3) ℝ) :
    unitRecip A * uCart A U * (unitRecip A)ᵀ = U := by
  have hT : unitRecip A * (A * recipDiag A) = 1 := mul_eq_one_comm.1 (frame_mul hA)
  calc unitRecip A * uCart A U * (unitRecip A)ᵀ
      = (unitRecip A * (A * recipDiag A)) * U * (unitRecip A * (A * recipDiag A))ᵀ := by
        rw [uCart_eq]
        simp only [Matrix.transpose_mul, Matrix.mul_assoc]
    _ = U := by rw [hT, Matrix.transpose_one, Matrix.one_mul, Matrix.mul_one]
```

The isotropic criterion uses this formula in one direction and $ST=1$ in the other. It holds for every real $u$, although a mean-square displacement requires $u\ge0$.

```lean
/-- In a non-degenerate cell the Cartesian displacement tensor is `u` times the identity exactly
when `U` is `u` times the matrix of scalar products of the unit reciprocal axes. -/
theorem isotropic_iff {A : Matrix (Fin 3) (Fin 3) ℝ} (hA : IsUnit A.det)
    (U : Matrix (Fin 3) (Fin 3) ℝ) (u : ℝ) :
    uCart A U = u • (1 : Matrix (Fin 3) (Fin 3) ℝ)
      ↔ U = u • (unitRecip A * (unitRecip A)ᵀ) := by
  constructor
  · intro h
    have hc := uCart_components hA U
    rw [h, Matrix.mul_smul, Matrix.mul_one, Matrix.smul_mul] at hc
    exact hc.symm
  · intro h
    calc uCart A U = u • (((A * recipDiag A) * unitRecip A) *
          ((A * recipDiag A) * unitRecip A)ᵀ) := by
          rw [h, uCart_eq]
          simp only [Matrix.transpose_mul, Matrix.mul_smul, Matrix.smul_mul, Matrix.mul_assoc]
      _ = u • (1 : Matrix (Fin 3) (Fin 3) ℝ) := by
          rw [frame_mul hA, Matrix.transpose_one, Matrix.mul_one]
```

Q: What about an orthogonal cell, where people never seem to worry?

A: With the cell vectors along the Cartesian axes and positive lengths $\ell_i$, we have $A=\operatorname{diag}(\ell_0,\ell_1,\ell_2)$ and $N=\operatorname{diag}(1/\ell_0,1/\ell_1,1/\ell_2)$. Then $AN=1$ and $U_{\rm cart}=U$, so the naive reading is right, and $U_{\rm eq}$ is the plain average of the diagonal entries.

Q: That leaves positive definiteness. Does Lean's notion include symmetry?

A: Yes. `PosDef` requires the matrix to be Hermitian, which for real entries means symmetric, and its quadratic form to be positive on every nonzero vector. The lemma below proves both parts for $SUS^T$. Symmetry follows by transposing the product. Positivity follows because $T^T$ recovers $x$ from $S^Tx$, so a nonzero $x$ cannot be sent to zero.

```lean
/-- Congruence by an invertible matrix preserves positive definiteness. -/
lemma posDef_congr {S T U : Matrix (Fin 3) (Fin 3) ℝ} (hST : S * T = 1) (hU : U.PosDef) :
    (S * U * Sᵀ).PosDef := by
  have hs : Uᵀ = U := by
    rw [← Matrix.conjTranspose_eq_transpose_of_trivial]
    exact hU.isHermitian
  rw [Matrix.posDef_iff_dotProduct_mulVec]
  constructor
  · change (S * U * Sᵀ)ᴴ = S * U * Sᵀ
    rw [Matrix.conjTranspose_eq_transpose_of_trivial, Matrix.transpose_mul,
      Matrix.transpose_mul, Matrix.transpose_transpose, hs, Matrix.mul_assoc]
  · intro x hx
    -- `Sᵀ` has the left inverse `Tᵀ`, so it kills no displacement direction
    have hne : Sᵀ *ᵥ x ≠ 0 := by
      intro h0
      apply hx
      have h1 : Tᵀ *ᵥ (Sᵀ *ᵥ x) = x := by
        rw [Matrix.mulVec_mulVec, ← Matrix.transpose_mul, hST, Matrix.transpose_one,
          Matrix.one_mulVec]
      rw [← h1, h0, Matrix.mulVec_zero]
    have h2 := hU.dotProduct_mulVec_pos hne
    rw [star_trivial] at h2 ⊢
    rw [quadForm_congr]
    exact h2
```

The equivalence applies this lemma twice: once with $S$ to go from $U$ to $U_{\rm cart}$, and once with $T$ to come back, where the component formula identifies the result as $U$.

```lean
/-- In a non-degenerate cell the crystallographic tensor `U` is positive definite if and only if the
Cartesian displacement tensor is. -/
theorem posDef_iff_uCart {A : Matrix (Fin 3) (Fin 3) ℝ} (hA : IsUnit A.det)
    (U : Matrix (Fin 3) (Fin 3) ℝ) : U.PosDef ↔ (uCart A U).PosDef := by
  constructor
  · intro h
    rw [uCart_eq]
    exact posDef_congr (frame_mul hA) h
  · intro h
    have h1 := posDef_congr (mul_eq_one_comm.1 (frame_mul hA)) h
    rwa [uCart_components hA U] at h1

end

end AnisotropicDisplacement
```

```lean
#print axioms AnisotropicDisplacement.debyeWaller_exponent
#print axioms AnisotropicDisplacement.uEq_eq_sum
#print axioms AnisotropicDisplacement.isotropic_iff
#print axioms AnisotropicDisplacement.posDef_iff_uCart
```

```
'AnisotropicDisplacement.debyeWaller_exponent' depends on axioms: [propext, Classical.choice, Quot.sound]
'AnisotropicDisplacement.uEq_eq_sum' depends on axioms: [propext, Classical.choice, Quot.sound]
'AnisotropicDisplacement.isotropic_iff' depends on axioms: [propext, Classical.choice, Quot.sound]
'AnisotropicDisplacement.posDef_iff_uCart' depends on axioms: [propext, Classical.choice, Quot.sound]
```

Q: So the eigenvalues of $U$ are the principal mean-square displacements?

A: No. A congruence preserves positivity, but in general it changes eigenvalues. The principal values are the eigenvalues of $U_{\rm cart}$. In your first example $U$ has the single eigenvalue $u$, yet the motion is anisotropic.

Q: Where would I use this outside a refinement?

A: When you compare a displacement covariance from a phonon calculation or a molecular-dynamics trajectory with a refined table. If $A$ is written in the Cartesian axes of that calculation, the conversion puts both tensors in the same frame before their entries are compared.
